# The n distinct levels of a diagonal operator are zeros of its secular determinant

The theorem `root_count_sharp` concerns a diagonal operator on a finite-dimensional space, with real levels `e i` that are pairwise distinct, and takes the identity as the matrix of orbital coefficients, so that the overlap matrix is also the identity. It states that the set of these levels, read as complex numbers, has as many members as the index type `n`, and that the secular determinant det(A − E·1) vanishes at each of them. For the count, the attempt uses the fact that an injective map preserves the size of a finite set. For the determinant, it shows that at E = `e k` the secular matrix is diagonal with entries `e i` − `e k`, so that the product of these entries contains a zero factor.

In Lean, a first try:

```lean
import Mathlib

open Matrix
open scoped ComplexOrder

namespace LinearlyDependentLocalOrbitals

noncomputable section

variable {N n : Type*} [Fintype N] [Fintype n] [DecidableEq n]

/-- The secular matrix `B* A B - E B* B` of the operator `A` in the local orbitals `B`. -/
def secular {N n : Type*} [Fintype N] (A : Matrix N N ℂ) (B : Matrix N n ℂ) (E : ℂ) :
    Matrix n n ℂ :=
  Bᴴ * A * B - E • (Bᴴ * B)

/-- For a diagonal operator with `n` distinct real levels and the identity coefficient matrix,
the levels are `n` distinct energies at which the secular determinant vanishes. -/
theorem root_count_sharp (e : n → ℝ) (he : Function.Injective e) :
    (Finset.univ.image (fun i => (e i : ℂ))).card = Fintype.card n ∧
      ∀ E ∈ Finset.univ.image (fun i => (e i : ℂ)),
        (secular (Matrix.diagonal (fun i => (e i : ℂ))) (1 : Matrix n n ℂ) E).det = 0 := by
  constructor
  · rw [Finset.card_image_of_injective _ (Complex.ofReal_injective.comp he), Finset.card_univ]
  · intro E hE
    obtain ⟨k, -, rfl⟩ := Finset.mem_image.mp hE
    have hdiag : secular (Matrix.diagonal (fun i => (e i : ℂ))) (1 : Matrix n n ℂ) (e k : ℂ)
        = Matrix.diagonal (fun i => (e i : ℂ) - (e k : ℂ)) := by
      ext i j
      by_cases hij : i = j
      · subst hij
        simp [secular]
      · simp [secular, hij]
    rw [hdiag, Matrix.det_diagonal]
    exact Finset.prod_eq_zero (Finset.mem_univ k) (sub_self _)

end

end LinearlyDependentLocalOrbitals
```

Messages:

```
Main.lean:24:8: error: Tactic `rewrite` failed: Did not find an occurrence of the pattern
  (Finset.image (Complex.ofReal ∘ e) ?m.50).card
in the target expression
  (Finset.image (fun i => ↑(e i)) Finset.univ).card = Fintype.card n

case left
n : Type u_2
inst✝¹ : Fintype n
inst✝ : DecidableEq n
e : n → ℝ
he : Function.Injective e
⊢ (Finset.image (fun i => ↑(e i)) Finset.univ).card = Fintype.card n
```

Fix (accepted with no message):

```diff
@@ -22,5 +22,7 @@
         (secular (Matrix.diagonal (fun i => (e i : ℂ))) (1 : Matrix n n ℂ) E).det = 0 := by
   constructor
-  · rw [Finset.card_image_of_injective _ (Complex.ofReal_injective.comp he), Finset.card_univ]
+  · have hinj : Function.Injective (fun i => (e i : ℂ)) :=
+      fun i j hij => he (Complex.ofReal_injective hij)
+    rw [Finset.card_image_of_injective _ hinj, Finset.card_univ]
   · intro E hE
     obtain ⟨k, -, rfl⟩ := Finset.mem_image.mp hE
```

Diagnosis. The message says that `rw` could not find the left-hand side of `Finset.card_image_of_injective` in the goal. The lemma takes its function from the injectivity proof it is given, and `Complex.ofReal_injective.comp he` is a proof about the composition `Complex.ofReal ∘ e`. The goal has the same function written out as `fun i => ↑(e i)`. The two are equal by definition, but seeing this requires unfolding `∘`, which `rw` does not do when it searches for its pattern. The mathematics of the step was sound; only the form of the function did not fit.

The repair first proves `hinj`, the injectivity of `fun i => (e i : ℂ)`, from the same two facts: equal complex values come from equal reals, and equal levels have equal indices. Given `hinj`, the lemma's pattern contains the function as the goal writes it, and the rewrite succeeds. `Finset.card_univ` then turns the size of `Finset.univ` into `Fintype.card n`, as before.
